# Powers of a 2 × 2 transfer matrix with determinant 1 and trace 2x, in Chebyshev polynomials

A wave meets a finite row of identical cells: an electron in a superlattice, or light in a periodic stack of layers. A code that finds the transmission by diagonalising the transfer matrix of one cell runs into trouble at a band edge. There both eigenvalues coincide, the matrix in general has only one eigenvector, and the change of basis is singular. The closed form for $N$ cells contains the factor $\sin(N\theta)/\sin\theta$, where $2\cos\theta$ is the trace of the matrix of one cell. This factor becomes $0/0$ at the same energy, and in a gap the angle $\theta$ turns complex. The formula below uses neither eigenvectors nor an angle, so one expression serves for bands, gaps and band edges.

## The power formula and the transmission of N cells

The Chebyshev polynomials of the second kind are fixed by $U_0=1$, $U_1=2x$ and $U_{k+2}=2x\,U_{k+1}-U_k$. Those of the first kind, $T_k$, obey the same recurrence with $T_0=1$ and $T_1=x$. If a 2 × 2 matrix $M$ has $\det M=1$ and $\operatorname{tr}M=2x$, then for every natural number $n$

$$M^{n+2}=U_{n+1}(x)\,M-U_n(x)\,\mathbb 1,\qquad \operatorname{tr}M^n=2\,T_n(x).$$

For a lossless, time-reversal symmetric cell with one propagating channel, take

$$M=\begin{pmatrix}a&b\\ b^*&a^*\end{pmatrix},\qquad |a|^2-|b|^2=1,$$

acting on the amplitudes of the right-moving and the left-moving wave. The conjugate pattern expresses time-reversal symmetry, and the condition on $a$ and $b$ expresses conservation of flux. The letter $a$ is a matrix entry here, not a lattice constant. A row of $n+1$ such cells transmits with probability

$$|t|^2=\frac{1}{1+U_n(\operatorname{Re}a)^2\,|b|^2}.$$

## Where an energy sweep uses it

A program can compute the transmission spectrum of a finite superlattice with this formula as follows. At each energy it obtains $a$ and $b$ from one cell. It sets $x=\operatorname{Re}a$, starts from the pair $(u_{\text{prev}},u)=(0,1)$, and replaces it $n$ times by $(u,\;2xu-u_{\text{prev}})$. The pair is then $(U_{n-1}(x),U_n(x))$, with $U_{-1}=0$. The transmission probability is $1/(1+u^2|b|^2)$, and the amplitude itself is $t=1/(u\,a^*-u_{\text{prev}})$.

For non-interacting electrons in a single channel, this probability is what enters the Landauer conductance. The cell matrix must refer the amplitudes to the two boundaries of its own cell, so that the phase gained over one period is contained in $a$ and $b$. With a common origin for all cells, the matrices would in general differ from cell to cell, and the product would not be a power of one of them.

## From Cayley–Hamilton to the transmission

**The square.** The upper left entry of $M^2$ is

$$M_{00}^2+M_{01}M_{10}=M_{00}(M_{00}+M_{11})-(M_{00}M_{11}-M_{01}M_{10})=2x\,M_{00}-1.$$

The lower right entry follows in the same way. The off-diagonal entries are $M_{01}(M_{00}+M_{11})=2x\,M_{01}$ and $M_{10}(M_{00}+M_{11})=2x\,M_{10}$. Together, $M^2=2xM-\mathbb 1$.

**The power.** For $n=0$ the formula is this identity, since $U_1=2x$ and $U_0=1$. If it holds for $n$, one more factor $M$ gives

$$M^{n+3}=U_{n+1}M^2-U_nM=(2xU_{n+1}-U_n)M-U_{n+1}\mathbb 1=U_{n+2}M-U_{n+1}\mathbb 1.$$

**The trace.** Multiplying the square by $M^n$ gives $M^{n+2}=2xM^{n+1}-M^n$. The traces therefore obey the Chebyshev recurrence, with starting values $\operatorname{tr}\mathbb 1=2=2T_0$ and $\operatorname{tr}M=2x=2T_1$.

**The band edge.** At $x=1$ one has $U_n(1)=n+1$, so

$$M^{n+2}=(n+2)M-(n+1)\mathbb 1=\mathbb 1+(n+2)(M-\mathbb 1).$$

The powers 0 and 1 fit the same pattern, hence $M^n=\mathbb 1+n(M-\mathbb 1)$ for all $n$. Band edges also occur at $x=-1$. There $-M$ has determinant 1 and trace 2, so $M^n=(-1)^n\,(\mathbb 1-n(M+\mathbb 1))$.

**The scattering problem.** For the cell above, $\det M=|a|^2-|b|^2=1$ and $\operatorname{tr}M=2\operatorname{Re}a$. Let $P=M^{n+1}$. By the power formula $P=uM-v\mathbb 1$, where $u=U_n(\operatorname{Re}a)$ and $v$ are real; for a single cell $u=1$ and $v=0$. A wave of unit amplitude comes in from the left, $r$ is reflected, $t$ is transmitted, and nothing comes in from the right:

$$P_{00}+P_{01}r=t,\qquad P_{10}+P_{11}r=0.$$

Multiply the first equation by $P_{11}$ and replace $P_{11}r$ by $-P_{10}$. This gives $tP_{11}=P_{00}P_{11}-P_{01}P_{10}=\det P=1$. Since $u$ and $v$ are real, $P_{00}=ua-v$ is the conjugate of $P_{11}=ua^*-v$. The determinant condition then reads $|P_{11}|^2-u^2|b|^2=1$, so

$$|t|^2=\frac{1}{|P_{11}|^2}=\frac{1}{1+u^2|b|^2}.$$

This equals 1 exactly when $u=0$ or $b=0$. At $\operatorname{Re}a=1$, $u=n+1$ and $|t|^2=1/(1+(n+1)^2|b|^2)$. At $\operatorname{Re}a=-1$, $u=(-1)^n(n+1)$ and the probability is given by the same expression.

## Three cells that become transparent

Take $a=\tfrac12+i$ and $b=\tfrac12$, so that $|a|^2-|b|^2=\tfrac54-\tfrac14=1$ and $x=\tfrac12$. Then $U_0=1$, $U_1=1$ and $U_2=2\cdot\tfrac12\cdot1-1=0$. One cell and two cells each transmit $1/(1+\tfrac14)=\tfrac45$, while three cells transmit everything. Indeed $M^3=U_2M-U_1\mathbb 1=-\mathbb 1$, which gives $r=0$ and $t=-1$.

For a band edge, take $a=1+\tfrac i2$ and $b=\tfrac12$. Four cells have

$$M^4=\mathbb 1+4(M-\mathbb 1)=\begin{pmatrix}1+2i&2\\2&1-2i\end{pmatrix},$$

so $|t|^2=1/|1-2i|^2=\tfrac15$, in agreement with $1/(1+16\cdot\tfrac14)$. This $M$ has only one eigenvector up to a factor, and diagonalisation fails for it.

## The Lean source

```lean
import Mathlib

open Matrix Polynomial.Chebyshev
open scoped ComplexConjugate

namespace ChebyshevTransferMatrix

section AnyRing

variable {R : Type*} [CommRing R]

/-- A 2 by 2 transfer matrix with determinant 1 and trace `2x` satisfies `M² = 2x M - 1`. -/
theorem transfer_sq (M : Matrix (Fin 2) (Fin 2) R) (x : R)
    (hdet : M.det = 1) (htr : M.trace = 2 * x) : M * M = (2 * x) • M - 1 := by
  rw [Matrix.det_fin_two] at hdet
  rw [Matrix.trace_fin_two] at htr
  ext i j
  fin_cases i <;> fin_cases j <;> simp [Matrix.mul_apply, Fin.sum_univ_two]
  · linear_combination M 0 0 * htr - hdet
  · linear_combination M 0 1 * htr
  · linear_combination M 1 0 * htr
  · linear_combination M 1 1 * htr - hdet

/-- The transfer matrix of `n + 2` identical cells, each with determinant 1 and trace `2x`, is
`U_(n+1)(x) M - U_n(x) 1`, with `U` the Chebyshev polynomials of the second kind. -/
theorem transfer_pow (M : Matrix (Fin 2) (Fin 2) R) (x : R)
    (hdet : M.det = 1) (htr : M.trace = 2 * x) (n : ℕ) :
    M ^ (n + 2) = (U R ((n : ℤ) + 1)).eval x • M
      - (U R (n : ℤ)).eval x • (1 : Matrix (Fin 2) (Fin 2) R) := by
  induction n with
  | zero =>
    rw [zero_add, pow_two, transfer_sq M x hdet htr]
    simp
  | succ k ih =>
    -- the Chebyshev recurrence at the point x
    have hU : (U R (((k + 1 : ℕ) : ℤ) + 1)).eval x
        = 2 * x * (U R ((k : ℤ) + 1)).eval x - (U R (k : ℤ)).eval x := by
      rw [show ((k + 1 : ℕ) : ℤ) + 1 = (k : ℤ) + 2 by push_cast; ring, U_add_two]
      simp
    -- attach one more cell and reduce M * M
    rw [show k + 1 + 2 = (k + 2) + 1 by omega, pow_succ, ih, hU]
    simp only [sub_mul, smul_mul_assoc, one_mul, transfer_sq M x hdet htr]
    push_cast
    module

/-- The trace of the transfer matrix of `n` identical cells, each with determinant 1 and trace
`2x`, is `2 T_n(x)`, with `T` the Chebyshev polynomials of the first kind. -/
theorem trace_transfer_pow (M : Matrix (Fin 2) (Fin 2) R) (x : R)
    (hdet : M.det = 1) (htr : M.trace = 2 * x) (n : ℕ) :
    (M ^ n).trace = 2 * (T R (n : ℤ)).eval x := by
  induction n using Nat.twoStepInduction with
  | zero => simp
  | one => simpa using htr
  | more n ih0 ih1 =>
    have h : M ^ (n + 2) = (2 * x) • M ^ (n + 1) - M ^ n := by
      rw [pow_add, pow_two, transfer_sq M x hdet htr, mul_sub, mul_smul_comm, mul_one,
        ← pow_succ]
    have hT : (T R ((n + 2 : ℕ) : ℤ)).eval x
        = 2 * x * (T R ((n + 1 : ℕ) : ℤ)).eval x - (T R (n : ℤ)).eval x := by
      push_cast
      rw [T_add_two]
      simp
    rw [h, Matrix.trace_sub, Matrix.trace_smul, ih0, ih1, hT, smul_eq_mul]
    ring

/-- At the band edge, where the cell has determinant 1 and trace 2, the transfer matrix of `n`
cells is linear in `n`. -/
theorem band_edge_pow (M : Matrix (Fin 2) (Fin 2) R)
    (hdet : M.det = 1) (htr : M.trace = 2) (n : ℕ) :
    M ^ n = 1 + (n : R) • (M - 1) := by
  rcases n with _ | _ | n
  · simp
  · simp
  · have h := transfer_pow M 1 hdet (by rw [htr, mul_one]) n
    rw [U_eval_one, U_eval_one] at h
    rw [show n + 1 + 1 = n + 2 by omega, h]
    push_cast
    module

end AnyRing

/-- The transfer matrix with rows `(a, b)` and `(conj b, conj a)`, acting on the amplitudes of
the right-moving and the left-moving wave. -/
def cell (a b : ℂ) : Matrix (Fin 2) (Fin 2) ℂ := !![a, b; conj b, conj a]

/-- A cell with `|a|² - |b|² = 1` has determinant 1. -/
theorem cell_det (a b : ℂ) (h : Complex.normSq a - Complex.normSq b = 1) :
    (cell a b).det = 1 := by
  rw [cell, Matrix.det_fin_two_of, Complex.mul_conj, Complex.mul_conj, ← Complex.ofReal_sub, h,
    Complex.ofReal_one]

/-- Let a wave of unit amplitude fall on `n + 1` identical cells with `|a|² - |b|² = 1`, with
reflected amplitude `r`, transmitted amplitude `t` and no wave coming in from the far side.
Then `|t|² = 1 / (1 + U_n(Re a)² |b|²)`. -/
theorem transmission (a b r t : ℂ) (h : Complex.normSq a - Complex.normSq b = 1) (n : ℕ)
    (hw : (cell a b) ^ (n + 1) *ᵥ ![1, r] = ![t, 0]) :
    Complex.normSq t
      = 1 / (1 + ((U ℝ (n : ℤ)).eval a.re) ^ 2 * Complex.normSq b) := by
  have htr : (cell a b).trace = 2 * (a.re : ℂ) := by
    rw [cell, Matrix.trace_fin_two_of, Complex.add_conj]
    simp
  -- Chebyshev polynomials take real values at real points
  have hu : ∀ m : ℤ, (U ℂ m).eval (a.re : ℂ) = (((U ℝ m).eval a.re : ℝ) : ℂ) := by
    intro m
    rw [← map_U Complex.ofRealHom, Polynomial.eval_map]
    exact Polynomial.eval₂_at_apply Complex.ofRealHom a.re
  obtain ⟨v, hP⟩ : ∃ v : ℝ, (cell a b) ^ (n + 1)
      = (((U ℝ (n : ℤ)).eval a.re : ℝ) : ℂ) • cell a b
        - (v : ℂ) • (1 : Matrix (Fin 2) (Fin 2) ℂ) := by
    rcases n with _ | k
    · exact ⟨0, by simp⟩
    · refine ⟨(U ℝ (k : ℤ)).eval a.re, ?_⟩
      have hk := transfer_pow (cell a b) (a.re : ℂ) (cell_det a b h) htr k
      rw [hu, hu] at hk
      rw [show k + 1 + 1 = k + 2 by omega, hk]
      push_cast
      rfl
  have hD : ((cell a b) ^ (n + 1)).det = 1 := by
    rw [Matrix.det_pow, cell_det a b h, one_pow]
  generalize (U ℝ (n : ℤ)).eval a.re = u at hP ⊢
  generalize (cell a b) ^ (n + 1) = P at hP hD hw
  -- the four entries of the transfer matrix of the whole stack
  have e00 : P 0 0 = u * a - v := by simp [hP, cell]
  have e01 : P 0 1 = u * b := by simp [hP, cell]
  have e10 : P 1 0 = u * conj b := by simp [hP, cell]
  have e11 : P 1 1 = u * conj a - v := by simp [hP, cell]
  have h0 : P 0 0 + P 0 1 * r = t := by
    simpa [Matrix.mulVec, dotProduct, Fin.sum_univ_two] using congrFun hw 0
  have h1 : P 1 0 + P 1 1 * r = 0 := by
    simpa [Matrix.mulVec, dotProduct, Fin.sum_univ_two] using congrFun hw 1
  rw [Matrix.det_fin_two] at hD
  -- eliminating r gives the transmitted amplitude
  have ht : t * P 1 1 = 1 := by
    linear_combination (-P 1 1) * h0 + hD + P 0 1 * h1
  rw [e00, e01, e10, e11] at hD
  have hN : Complex.normSq (P 1 1) = 1 + u ^ 2 * Complex.normSq b := by
    rw [e11]
    apply Complex.ofReal_injective
    push_cast
    rw [← Complex.mul_conj, ← Complex.mul_conj]
    simp only [map_sub, map_mul, Complex.conj_conj, Complex.conj_ofReal]
    linear_combination hD
  have hpos : 0 < 1 + u ^ 2 * Complex.normSq b := by
    nlinarith [mul_nonneg (sq_nonneg u) (Complex.normSq_nonneg b)]
  rw [eq_div_iff hpos.ne', ← hN, ← Complex.normSq_mul, ht, Complex.normSq_one]

/-- In the same scattering problem, `n + 1` cells with `|a|² - |b|² = 1` transmit perfectly
exactly when `U_n(Re a) = 0` or the single cell has `b = 0`. -/
theorem perfect_transmission_iff (a b r t : ℂ)
    (h : Complex.normSq a - Complex.normSq b = 1) (n : ℕ)
    (hw : (cell a b) ^ (n + 1) *ᵥ ![1, r] = ![t, 0]) :
    Complex.normSq t = 1 ↔ (U ℝ (n : ℤ)).eval a.re = 0 ∨ b = 0 := by
  rw [transmission a b r t h n hw]
  have hpos : 0 < 1 + ((U ℝ (n : ℤ)).eval a.re) ^ 2 * Complex.normSq b := by
    nlinarith [mul_nonneg (sq_nonneg ((U ℝ (n : ℤ)).eval a.re)) (Complex.normSq_nonneg b)]
  rw [div_eq_iff hpos.ne', one_mul]
  simp

/-- In the same scattering problem at the band edge `Re a = 1`, `n + 1` cells with
`|a|² - |b|² = 1` have `|t|² = 1 / (1 + (n + 1)² |b|²)`. -/
theorem band_edge_transmission (a b r t : ℂ)
    (h : Complex.normSq a - Complex.normSq b = 1) (ha : a.re = 1) (n : ℕ)
    (hw : (cell a b) ^ (n + 1) *ᵥ ![1, r] = ![t, 0]) :
    Complex.normSq t = 1 / (1 + ((n : ℝ) + 1) ^ 2 * Complex.normSq b) := by
  rw [transmission a b r t h n hw, ha, U_eval_one]
  push_cast
  rfl

end ChebyshevTransferMatrix
```

```lean
#print axioms ChebyshevTransferMatrix.trace_transfer_pow
-- 'ChebyshevTransferMatrix.trace_transfer_pow' depends on axioms: [propext, Classical.choice, Quot.sound]
#print axioms ChebyshevTransferMatrix.band_edge_pow
-- 'ChebyshevTransferMatrix.band_edge_pow' depends on axioms: [propext, Classical.choice, Quot.sound]
#print axioms ChebyshevTransferMatrix.perfect_transmission_iff
-- 'ChebyshevTransferMatrix.perfect_transmission_iff' depends on axioms: [propext, Classical.choice, Quot.sound]
#print axioms ChebyshevTransferMatrix.band_edge_transmission
-- 'ChebyshevTransferMatrix.band_edge_transmission' depends on axioms: [propext, Classical.choice, Quot.sound]
```

## The scattering problem in Lean's terms

In the first four theorems `R` is any commutative ring and `M` is a 2 × 2 matrix over it, with indices 0 and 1. The hypotheses `hdet` and `htr` are $\det M=1$ and $\operatorname{tr}M=2x$; in `band_edge_pow` the trace is 2. For complex matrices $x$ is half the trace and always exists, so `transfer_pow` also applies at complex energies as long as the determinant is 1. In a ring where 2 has no inverse, the existence of such an $x$ is a real assumption.

The expression `(U R (n : ℤ)).eval x` is $U_n(x)$. Mathlib indexes these polynomials by integers, which is why `n` is converted. The letter `T` stands for the Chebyshev polynomial of the first kind, not for a transmission probability.

The matrix `cell a b` carries amplitudes from the left of a cell to its right. With this convention $t$ is the inverse of the lower right entry of the total matrix; texts that propagate from right to left find it from the upper left entry. The hypothesis `hw` is the scattering problem itself: the matrix of `n + 1` cells, applied to `![1, r]`, gives `![t, 0]`. `Complex.normSq` is the squared modulus. Thus `transmission` takes any $r$ and $t$ that solve this problem and states the value of $|t|^2$. The theorems `perfect_transmission_iff` and `band_edge_transmission` state its two consequences under the same hypotheses, the second with $\operatorname{Re}a=1$ added.

## What each lemma contributes

`transfer_sq` checks the four entries of $M^2$ separately. Each `linear_combination` names the multiples of the trace and determinant equations used above.

`transfer_pow` is the induction on $n$. Its intermediate statement `hU` is the recurrence evaluated at $x$, `pow_succ` attaches one more cell, and `module` collects the coefficients of $M$ and $\mathbb 1$. `trace_transfer_pow` uses an induction with two starting values, as a three-term recurrence requires. `band_edge_pow` treats the powers 0 and 1 directly and takes the others from `transfer_pow` at $x=1$.

`cell_det` turns flux conservation into determinant 1. In `transmission`, the statement `hu` says that Chebyshev polynomials are real at real points, and `hP` writes the total matrix as $uM-v\mathbb 1$ with real $u$ and $v$. The equations `h0` and `h1` are the two rows of the scattering problem. Eliminating $r$ gives `ht`, which is $tP_{11}=1$, and `hN` is the value of $|P_{11}|^2$ obtained from the determinant. Because `hpos` shows the denominator to be positive, the division is legitimate. The last two theorems rewrite with this formula and simplify.

## Assumptions on the cell, and rounding

The theorems start from a given cell matrix. The step from the physical system to that matrix remains with the user: one has to solve the wave equation in one cell and show that the solution has the stated form with $|a|^2-|b|^2=1$. For a one-dimensional Schrödinger equation with a real potential this holds when the cell is placed between two regions of the same constant potential, the energy lies above that potential, and the amplitudes are those of the plane waves there. The whole row must lie between the same two regions. If the materials at its two ends differ, as for a stack of layers on a substrate, the formula for $|t|^2$ does not apply as it stands. With absorption the power formula survives if the determinant is still 1, but the transmission formula relied on flux conservation.

All cells are identical, so a disordered row needs the full product of its matrices. There is one channel, and interactions between electrons are absent.

The solution $(r,t)$ is a hypothesis of the transmission theorems. It does exist for every such cell: $|P_{11}|^2\ge1$, so $r=-P_{10}/P_{11}$ solves the second equation and the first then defines $t$.

The identities concern real and complex numbers, not floating-point ones. In a gap, where $|\operatorname{Re}a|>1$, $U_n(\operatorname{Re}a)$ grows exponentially with $n$, and for a long row $u^2$ can overflow although the transmission probability is merely very small.
